# Equal real matrices for both spins and positive field weights make the vertex contribution to on-site pair correlations nonnegative

## Pairs, fields and Green's functions

Electrons with an on-site attraction move on a finite set of sites. The operator Δ_i = c_i↓ c_i↑ removes a pair from site i. The question is whether the correlation ⟨Δ_i Δ_j†⟩ can fall below what two independently propagating electrons, each with its full interacting Green's function, would give.

In auxiliary-field Monte Carlo the interaction is replaced by a field s, and in each field the electrons are non-interacting. The following notation is used.

- p(s) > 0 is the bare weight of the field: the factors that the decoupling of the interaction leaves outside the fermion trace.
- B↑(s) and B↓(s) are real matrices on the sites. Each is the product of the one-particle propagators over all imaginary-time slices, not the propagator of a single slice.
- G_σ(s) = (1 + B_σ(s))⁻¹ is the equal-time Green's function, with the convention G_ij = ⟨c_i c_j†⟩ and no extra sign.
- M(s) is the matrix on both spins together, with diagonal blocks B↑(s) and B↓(s) and no spin mixing.

A field has weight w(s) = p(s) det(1 + M(s)), and the average of a quantity f is

mean f = Σ_s w(s) f(s) / Σ_s w(s).

In a fixed field, Wick's theorem gives the pair correlation C_ij as a two-by-two minor of the full Green's function 𝒢 = (1 + M)⁻¹:

C_ij = 𝒢_i↑,j↑ 𝒢_i↓,j↓ − 𝒢_i↑,j↓ 𝒢_i↓,j↑.

The pairing vertex contribution is

V_ij = mean C_ij − (mean G↑_ij)(mean G↓_ij).

The word "vertex" here means this difference of correlations, not the amputated irreducible vertex of diagrammatic theory.

## The vertex as a variance

Without spin mixing, 1 + M is block diagonal with blocks 1 + B↑ and 1 + B↓. Hence

det(1 + M) = det(1 + B↑) det(1 + B↓).

If both factors are nonzero, the block-diagonal matrix with blocks G↑ and G↓ is the inverse of 1 + M, as block multiplication shows. The spin-mixed entries of 𝒢 vanish, so

C_ij = G↑_ij G↓_ij.

Now let both spins see the same matrix, B↑ = B↓ = B. This is the situation for an attractive Hubbard model with real hopping that is the same for both spins, no magnetic field and a real auxiliary field coupled to the charge. Then

w(s) = p(s) det(1 + B(s))² > 0,

V_ij = mean(G_ij²) − (mean G_ij)².

Write f(s) = G_ij(s), m = mean f and Z = Σ_s w(s). Since Σ_s w(s) f(s) = mZ,

Σ_s w(s) (f(s) − m)² = Σ_s w(s) f(s)² − 2m · mZ + m² Z = Σ_s w(s) f(s)² − m² Z.

Division by Z gives

V_ij = mean((G_ij − m)²) ≥ 0.

If V_ij = 0, the sum of nonnegative terms w(s)(f(s) − m)² is zero, so every term is zero. Because w(s) > 0, this means f(s) = m in every field. Conversely, a constant f equals its mean and all deviations vanish. With a single field the vertex is therefore zero.

For determinant simulations of such attractive models on finite clusters, with finitely many field configurations and det(1 + B) ≠ 0 in each, the exact vertex contribution thus never lowers an on-site pair correlation. This alone does not establish superconducting order.

## Two spins with different matrices

Take one site, two fields and p = 1. In the first field let B↑ = 1 and B↓ = 3; in the second let B↑ = 3 and B↓ = 1. Both fields have weight 2 · 4 = 8. The Green's functions are 1/2 and 1/4 for spin up, and 1/4 and 1/2 for spin down. Therefore

V = 1/8 − (3/8)(3/8) = −1/64.

Positive bare weights and positive determinants for each spin are thus not enough for a nonnegative vertex when the two matrices may differ within a field. In this example the two Green's functions are anticorrelated, whereas for equal matrices they coincide in each field.

## Types and hypotheses in Lean

The finite type `S` contains the field configurations and the finite type `n` the sites; `n` is not a density. The matrices `Bu` and `Bd` are B↑ and B↓, and `spinful Bu Bd` is M. Its index type `n ⊕ n` labels spin up by `Sum.inl` and spin down by `Sum.inr`. The definitions `green`, `weight`, `mean`, `pairCorr` and `pairVertex` are G, w, the weighted average, C_ij and V_ij.

The main theorem, `pairVertex_nonneg`, assumes at least one field, positive bare weights (`hp`) and a nonzero determinant of `1 + B s` in every field (`hB`). The last condition excludes fields in which the Green's function does not exist. Equality of the spin matrices is expressed by passing `B` twice in `pairVertex p B B i j`. The conclusion has two parts, for any sites `i` and `j`: the vertex is nonnegative, and it is zero if and only if `green (B s) i j` agrees for every two fields `s` and `t`. The second part concerns only the chosen entry; other entries of G may still vary.

`structureFactor_vertex_nonneg` adds that the sum of φ_i φ_j V_ij over all sites is nonnegative when every amplitude φ_i is nonnegative. Equal amplitudes give the uniform on-site s-wave channel.

The step from this model to an interacting Hamiltonian is the auxiliary-field representation itself: splitting imaginary time, decoupling the interaction, and evaluating the fermion trace in each field. The formulas for the weight, G and the Wick minor enter as definitions. The averages are exact sums over all fields, without sampling error.

```lean
import Mathlib

open Matrix

namespace PairingVertex

noncomputable section

variable {S n : Type*} [Fintype S] [Fintype n] [DecidableEq n]

/-- The equal-time Green's function `G = (1 + B)⁻¹` in a fixed auxiliary field,
for invertible `1 + B`. -/
def green (B : Matrix n n ℝ) : Matrix n n ℝ := (1 + B)⁻¹

/-- The one-particle matrix on both spin species, without spin mixing. -/
def spinful (Bu Bd : Matrix n n ℝ) : Matrix (n ⊕ n) (n ⊕ n) ℝ :=
  fromBlocks Bu 0 0 Bd

/-- The Monte Carlo weight of a field: its bare weight times the fermion determinant
of both spin species. -/
def weight (p : S → ℝ) (Bu Bd : S → Matrix n n ℝ) (s : S) : ℝ :=
  p s * (1 + spinful (Bu s) (Bd s)).det

/-- The average of `f` over the fields with weights `w`, for nonzero total weight. -/
def mean (w f : S → ℝ) : ℝ := (∑ s, w s * f s) / ∑ s, w s

/-- The on-site pair correlation between sites `i` and `j` in a fixed field, given by
Wick's theorem as a two-by-two minor of the Green's function of both spins,
for invertible `1 + Bu` and `1 + Bd`. -/
def pairCorr (Bu Bd : Matrix n n ℝ) (i j : n) : ℝ :=
  green (spinful Bu Bd) (Sum.inl i) (Sum.inl j) *
      green (spinful Bu Bd) (Sum.inr i) (Sum.inr j) -
    green (spinful Bu Bd) (Sum.inl i) (Sum.inr j) *
      green (spinful Bu Bd) (Sum.inr i) (Sum.inl j)

/-- The pairing vertex contribution: the averaged pair correlation minus the product of
the averaged Green's functions of the two spins, for nonzero total weight and
invertible `1 + Bu s` and `1 + Bd s`. -/
def pairVertex (p : S → ℝ) (Bu Bd : S → Matrix n n ℝ) (i j : n) : ℝ :=
  mean (weight p Bu Bd) (fun s => pairCorr (Bu s) (Bd s) i j) -
    mean (weight p Bu Bd) (fun s => green (Bu s) i j) *
      mean (weight p Bu Bd) (fun s => green (Bd s) i j)

omit [Fintype n] in
/-- Without spin mixing, one plus the full one-particle matrix is block diagonal. -/
theorem one_add_spinful (Bu Bd : Matrix n n ℝ) :
    1 + spinful Bu Bd = fromBlocks (1 + Bu) 0 0 (1 + Bd) := by
  unfold spinful
  rw [← Matrix.fromBlocks_one, Matrix.fromBlocks_add]
  simp only [add_zero]

/-- The fermion determinant is the product of the determinants of the two spins. -/
theorem det_spinful (Bu Bd : Matrix n n ℝ) :
    (1 + spinful Bu Bd).det = (1 + Bu).det * (1 + Bd).det := by
  rw [one_add_spinful, Matrix.det_fromBlocks_zero₂₁]

/-- If `1 + Bu` and `1 + Bd` are invertible, the pair correlation in a fixed field is the
product of the Green's functions of the two spins. -/
theorem pairCorr_eq {Bu Bd : Matrix n n ℝ} (hu : (1 + Bu).det ≠ 0)
    (hd : (1 + Bd).det ≠ 0) (i j : n) :
    pairCorr Bu Bd i j = green Bu i j * green Bd i j := by
  -- the full Green's function is block diagonal in spin
  have hG : green (spinful Bu Bd) = fromBlocks (green Bu) 0 0 (green Bd) := by
    unfold green
    rw [one_add_spinful]
    apply Matrix.inv_eq_right_inv
    rw [Matrix.fromBlocks_multiply, Matrix.mul_nonsing_inv _ (isUnit_iff_ne_zero.mpr hu),
      Matrix.mul_nonsing_inv _ (isUnit_iff_ne_zero.mpr hd)]
    simp
  unfold pairCorr
  rw [hG]
  simp

/-- For nonzero total weight, the mean square minus the squared mean is the mean squared
deviation from the mean. -/
theorem mean_sq_sub_sq_mean (w f : S → ℝ) (hZ : ∑ s, w s ≠ 0) :
    mean w (fun s => f s ^ 2) - mean w f ^ 2 =
      mean w (fun s => (f s - mean w f) ^ 2) := by
  obtain ⟨m, hm⟩ : ∃ m, m = mean w f := ⟨_, rfl⟩
  rw [← hm]
  have h1 : ∑ s, w s * f s = m * ∑ s, w s := by
    rw [hm, mean, div_mul_cancel₀ _ hZ]
  -- expand the square under the sum
  have key : ∑ s, w s * (f s - m) ^ 2 =
      ∑ s, w s * f s ^ 2 - 2 * m * ∑ s, w s * f s + m ^ 2 * ∑ s, w s := by
    rw [Finset.mul_sum, Finset.mul_sum, ← Finset.sum_sub_distrib,
      ← Finset.sum_add_distrib]
    exact Finset.sum_congr rfl fun s _ => by ring
  simp only [mean]
  rw [key, h1, eq_div_iff hZ, sub_mul, div_mul_cancel₀ _ hZ]
  ring

/-- With positive weights, the variance of a quantity over the fields is nonnegative, and
it is zero exactly when the quantity is the same in all fields. -/
theorem variance_nonneg [Nonempty S] {w : S → ℝ} (hw : ∀ s, 0 < w s) (f : S → ℝ) :
    0 ≤ mean w (fun s => f s ^ 2) - mean w f ^ 2 ∧
      (mean w (fun s => f s ^ 2) - mean w f ^ 2 = 0 ↔ ∀ s t, f s = f t) := by
  have hZ : 0 < ∑ s, w s := Finset.sum_pos (fun s _ => hw s) Finset.univ_nonempty
  rw [mean_sq_sub_sq_mean w f hZ.ne']
  have hterm : ∀ s ∈ Finset.univ, 0 ≤ w s * (f s - mean w f) ^ 2 :=
    fun s _ => mul_nonneg (hw s).le (sq_nonneg _)
  refine ⟨div_nonneg (Finset.sum_nonneg hterm) hZ.le, ?_, ?_⟩
  · -- a vanishing sum of nonnegative terms vanishes term by term
    intro h
    have h0 : ∑ s, w s * (f s - mean w f) ^ 2 = 0 :=
      (div_eq_zero_iff.mp h).resolve_right hZ.ne'
    have hs : ∀ s, f s = mean w f := fun s => by
      have h1 := (Finset.sum_eq_zero_iff_of_nonneg hterm).mp h0 s (Finset.mem_univ s)
      have h2 := (mul_eq_zero.mp h1).resolve_left (hw s).ne'
      exact sub_eq_zero.mp ((pow_eq_zero_iff two_ne_zero).mp h2)
    exact fun s t => (hs s).trans (hs t).symm
  · -- a constant quantity equals its mean
    intro h
    have hz : ∀ s, f s - mean w f = 0 := fun s => by
      have h1 : ∑ t, w t * f t = f s * ∑ t, w t := by
        rw [Finset.mul_sum]
        exact Finset.sum_congr rfl fun t _ => by rw [h t s, mul_comm]
      rw [mean, h1, mul_div_assoc, div_self hZ.ne', mul_one, sub_self]
    simp only [hz]
    simp [mean]

/-- If both spins see the same matrix `B s`, with `1 + B s` invertible, the pairing vertex is the
mean of `(G i j)²` minus the squared mean of `G i j`, under the weights `p det(1 + B)²`. -/
theorem pairVertex_attractive (p : S → ℝ) {B : S → Matrix n n ℝ}
    (hB : ∀ s, (1 + B s).det ≠ 0) (i j : n) :
    pairVertex p B B i j =
      mean (fun s => p s * (1 + B s).det ^ 2) (fun s => green (B s) i j ^ 2) -
        mean (fun s => p s * (1 + B s).det ^ 2) (fun s => green (B s) i j) ^ 2 := by
  have hw : weight p B B = fun s => p s * (1 + B s).det ^ 2 := by
    funext s
    rw [weight, det_spinful, sq]
  have hc : (fun s => pairCorr (B s) (B s) i j) = fun s => green (B s) i j ^ 2 := by
    funext s
    rw [pairCorr_eq (hB s) (hB s), sq]
  unfold pairVertex
  rw [hw, hc]
  ring

/-- For positive bare weights, equal matrices for both spins and invertible `1 + B s`, the
pairing vertex is never negative, and it vanishes exactly when `G i j` is
field-independent. -/
theorem pairVertex_nonneg [Nonempty S] {p : S → ℝ} {B : S → Matrix n n ℝ}
    (hp : ∀ s, 0 < p s) (hB : ∀ s, (1 + B s).det ≠ 0) (i j : n) :
    0 ≤ pairVertex p B B i j ∧
      (pairVertex p B B i j = 0 ↔ ∀ s t, green (B s) i j = green (B t) i j) := by
  have hw : ∀ s, 0 < p s * (1 + B s).det ^ 2 := fun s =>
    mul_pos (hp s) (by have := hB s; positivity)
  rw [pairVertex_attractive p hB i j]
  exact variance_nonneg hw (fun s => green (B s) i j)

/-- For positive bare weights, equal matrices for both spins and invertible `1 + B s`, the vertex
part of the pair structure factor is nonnegative for every choice of nonnegative pair amplitudes `φ`
on the sites. -/
theorem structureFactor_vertex_nonneg [Nonempty S] {p : S → ℝ} {B : S → Matrix n n ℝ}
    (hp : ∀ s, 0 < p s) (hB : ∀ s, (1 + B s).det ≠ 0) {φ : n → ℝ} (hφ : ∀ i, 0 ≤ φ i) :
    0 ≤ ∑ i, ∑ j, φ i * φ j * pairVertex p B B i j :=
  Finset.sum_nonneg fun i _ => Finset.sum_nonneg fun j _ =>
    mul_nonneg (mul_nonneg (hφ i) (hφ j)) (pairVertex_nonneg hp hB i j).1

/-- One site and two fields, both of bare weight 1, with matrices 1 and 3 for spin up and 3 and 1
for spin down: the pairing vertex is `-1/64`. -/
theorem pairVertex_unequal_spins :
    pairVertex (S := Fin 2) (n := Fin 1) (fun _ => 1)
      ![!![1], !![3]] ![!![3], !![1]] 0 0 = -1 / 64 := by
  have hd : ∀ b : ℝ, (1 + (!![b] : Matrix (Fin 1) (Fin 1) ℝ)).det = 1 + b := by
    intro b
    simp
  have hg : ∀ b : ℝ, 1 + b ≠ 0 →
      green (!![b] : Matrix (Fin 1) (Fin 1) ℝ) 0 0 = (1 + b)⁻¹ := by
    intro b hb
    have h : green (!![b] : Matrix (Fin 1) (Fin 1) ℝ) = !![(1 + b)⁻¹] := by
      unfold green
      apply Matrix.inv_eq_right_inv
      ext i j
      fin_cases i
      fin_cases j
      simp [Matrix.mul_apply, hb]
    rw [h]
    rfl
  have h1 : (1 + (!![1] : Matrix (Fin 1) (Fin 1) ℝ)).det ≠ 0 := by
    rw [hd]
    norm_num
  have h3 : (1 + (!![3] : Matrix (Fin 1) (Fin 1) ℝ)).det ≠ 0 := by
    rw [hd]
    norm_num
  -- both fields have weight 8, and the two Green's functions are anticorrelated
  simp only [pairVertex, mean, weight, Fin.sum_univ_two, Matrix.cons_val_zero,
    Matrix.cons_val_one, det_spinful, pairCorr_eq h1 h3, pairCorr_eq h3 h1, hd,
    hg 1 (by norm_num), hg 3 (by norm_num)]
  norm_num

end

end PairingVertex
```

```lean
#print axioms PairingVertex.pairVertex_nonneg
#print axioms PairingVertex.structureFactor_vertex_nonneg
#print axioms PairingVertex.pairVertex_unequal_spins
```

```
'PairingVertex.pairVertex_nonneg' depends on axioms: [propext, Classical.choice, Quot.sound]
'PairingVertex.structureFactor_vertex_nonneg' depends on axioms: [propext, Classical.choice, Quot.sound]
'PairingVertex.pairVertex_unequal_spins' depends on axioms: [propext, Classical.choice, Quot.sound]
```

## From block matrices to a sum of squares

`one_add_spinful` writes one plus the full matrix in block form, and `det_spinful` then factorises the determinant with Mathlib's formula for block-triangular matrices.

`pairCorr_eq` evaluates the minor that Wick's theorem supplies in the definition of `pairCorr`. Its intermediate claim `hG` says that the full Green's function is block diagonal. `Matrix.inv_eq_right_inv` reduces this to checking that the proposed inverse, multiplied from the right, gives the identity. The hypotheses `hu` and `hd` supply that identity in the two blocks. After substitution the spin-mixed product is zero and G↑_ij G↓_ij remains.

`mean_sq_sub_sq_mean` is the variance identity for an arbitrary quantity `f`; it needs only a nonzero total weight. The name `m` is given to the mean, `h1` states Σ_s w(s) f(s) = mZ, and `key` is the expanded square summed over the fields. Dividing by Z finishes the calculation.

`variance_nonneg` adds positive weights. The statement `hterm` makes each term w(s)(f(s) − m)² nonnegative, which gives the inequality. For the equality case, `Finset.sum_eq_zero_iff_of_nonneg` turns a vanishing sum into vanishing terms; the positive weight is then removed from each product, and a zero square gives f(s) = m. The reverse direction computes the mean of a constant quantity and finds zero deviation in every field.

`pairVertex_attractive` joins the two halves. It rewrites the weight as p det(1 + B)² and the pair correlation as G_ij², so the vertex becomes the difference treated by the variance lemma. This identity does not use the sign of p. Positivity enters in `pairVertex_nonneg`, where `hp` and the square of a nonzero determinant make every weight positive, and `variance_nonneg` gives both conclusions. The structure-factor theorem then sums products of nonnegative numbers.

`pairVertex_unequal_spins` evaluates the one-site example. The local facts `hd` and `hg` give the determinant and inverse of a one-by-one matrix; the sum over two fields is written out, and `norm_num` completes the arithmetic to −1/64.
